# Polar retraction of a tangent orbital step: orthonormal columns and an error of at most half the squared step norm

One way to minimise an electronic energy directly is to move the occupied orbitals along a search direction and then restore their orthonormality. Collect their real coefficients, in an orthonormal basis of \(n\) functions, in an \(n\times k\) matrix \(C\) with \(C^TC=1\). Adding a step \(X\) generally spoils orthonormality, and in this scheme the orbitals are repaired before the energy is evaluated again. How far does the repair move them from the point \(C+X\) that the search asked for?

Take \(X\) tangent to the orthonormality constraint, which means that \(C^TX\) is antisymmetric. Let \(T\) be the positive definite matrix with \(T^2=1+X^TX\), and set
\[ R=(C+X)T^{-1}. \]
Then \(R^TR=1\), and in the Frobenius norm \(\|A\|=\big(\sum_{ij}A_{ij}^2\big)^{1/2}\),
\[ \|R-C-X\|\le\sqrt{1+\|X\|^2}-1\le\tfrac12\|X\|^2 . \]

## From the overlap matrix to the error bound

The matrix \(1+X^TX\) is symmetric with eigenvalues at least 1. Taking positive roots of these eigenvalues gives \(T\), which is unique and invertible.

**Orthonormality.** Put \(S=X^TC+C^TX\). The displaced orbitals have the overlap
\[ (C+X)^T(C+X)=1+X^TX+S=T^2+S, \]
and since \(T\) is symmetric,
\[ R^TR=T^{-1}(T^2+S)T^{-1}=1+T^{-1}ST^{-1}. \]
Thus \(R^TR=1\) exactly when \(S=0\), that is, when \(X\) is tangent. In that case \(T^2\) is the overlap matrix itself, and \(R\) is the symmetric (Löwdin) orthonormalisation of \(C+X\).

**The error in terms of \(T\).** Let \(D=T-1\). From \(RT=C+X\) we get \(R-C-X=R-RT=-RD\), so
\[ \|R-C-X\|^2=\operatorname{tr}(D^TR^TRD)=\operatorname{tr}(D^TD)=\|D\|^2 . \]

**Positivity of \(D\).** Let \(Dv=dv\) with \(v\neq0\). Then \(Tv=(d+1)v\), and \(d+1>0\) because \(T\) is positive definite. Taking the inner product of \(v\) with \(T^2v=v+X^TXv\) gives
\[ (d+1)^2\,v\cdot v=v\cdot v+|Xv|^2,\qquad\text{so}\qquad d(d+2)\,v\cdot v=|Xv|^2\ge0 . \]
Since \(d+2>0\), it follows that \(d\ge0\).

**Norm against trace.** For positive semidefinite \(D\), the quadratic \(D_{ii}x^2+2D_{ij}x+D_{jj}\) is nonnegative for all real \(x\), so its discriminant gives \(D_{ij}^2\le D_{ii}D_{jj}\). Summing over \(i\) and \(j\) yields \(\|D\|^2\le(\operatorname{tr}D)^2\), and \(\operatorname{tr}D\ge0\), so \(\|D\|\le\operatorname{tr}D\).

**The bounds.** Since \(X^TX=T^2-1=D^2+2D\),
\[ \|X\|^2=\|D\|^2+2\operatorname{tr}D\ge\|D\|^2+2\|D\| . \]
Adding 1 gives \((\|D\|+1)^2\le1+\|X\|^2\), which is the sharper bound. Dropping \(\|D\|^2\) gives \(\|D\|\le\|X\|^2/2\). For \(k=1\), \(D\) is a nonnegative number equal to its trace, and the sharper bound becomes an equality.

**First order.** For the step \(tX\) the error is at most \(t^2\|X\|^2/2\). The curve \(t\mapsto R(tX)\) therefore starts at \(C\) with derivative \(X\).

**Without tangency** orthonormality always fails, by the equivalence above, and the error bounds can fail too. Take \(n=k=1\), \(C=1\), \(X=1\). Then \(T=\sqrt2\) and \(R=\sqrt2\), which is not normalised, and the error \(2-\sqrt2\approx0.59\) exceeds \(\|X\|^2/2=0.5\).

## Norm, root and retraction in Lean

The finite types `n` and `k` label basis functions and orbitals.

```lean
import Mathlib

open Matrix

namespace PolarRetraction

noncomputable section

variable {n k : Type*} [Fintype n] [Fintype k]
```

`frob` is the Frobenius norm written out as a root of a sum of squares.

```lean
/-- The Frobenius norm of a real matrix: the root of the sum of its squared entries. -/
def frob (A : Matrix n k ℝ) : ℝ := √(∑ i, ∑ j, A i j ^ 2)
```

Its square is a trace, which lets the later proofs work with matrix products instead of entries.

```lean
/-- The squared Frobenius norm is the trace of `Aᵀ A`. -/
theorem frob_sq (A : Matrix n k ℝ) : frob A ^ 2 = (Aᵀ * A).trace := by
  rw [frob, Real.sq_sqrt (by positivity)]
  simp only [trace, diag_apply, mul_apply, transpose_apply, pow_two]
  exact Finset.sum_comm
```

`IsPolarRoot X T` states the two properties that define \(T\). For real matrices, `PosDef` includes symmetry.

```lean
variable [DecidableEq k]

/-- `T` is a positive definite square root of `1 + Xᵀ X`. -/
def IsPolarRoot (X : Matrix n k ℝ) (T : Matrix k k ℝ) : Prop :=
  T.PosDef ∧ T * T = 1 + Xᵀ * X
```

The retraction takes \(T\) as an argument.

```lean
/-- The orbitals `C` displaced by `X` and multiplied by the inverse of `T`. -/
def retract (C X : Matrix n k ℝ) (T : Matrix k k ℝ) : Matrix n k ℝ := (C + X) * T⁻¹
```

The definition accepts any matrix there, but the theorems about it assume `IsPolarRoot X T`. By the next theorem this leaves no choice: each \(X\), tangent or not, has exactly one such \(T\). Mathlib's `CFC.sqrt` supplies a positive semidefinite root. It is definite because a vanishing determinant would make the determinant of \(1+X^TX\) vanish too.

```lean
open scoped MatrixOrder in
/-- Every step `X` has exactly one positive definite root of `1 + Xᵀ X`. -/
theorem existsUnique_polarRoot (X : Matrix n k ℝ) : ∃! T, IsPolarRoot X T := by
  have hA : (1 + Xᵀ * X).PosDef := PosDef.one.add_posSemidef (by
    simpa [conjTranspose_eq_transpose_of_trivial] using posSemidef_conjTranspose_mul_self X)
  have hs : CFC.sqrt (1 + Xᵀ * X) * CFC.sqrt (1 + Xᵀ * X) = 1 + Xᵀ * X :=
    CFC.sqrt_mul_sqrt_self _ (Matrix.nonneg_iff_posSemidef.mpr hA.posSemidef)
  have hp : (CFC.sqrt (1 + Xᵀ * X)).PosSemidef :=
    Matrix.nonneg_iff_posSemidef.mp (CFC.sqrt_nonneg _)
  refine ⟨CFC.sqrt (1 + Xᵀ * X), ⟨hp.posDef_iff_isUnit.mpr ?_, hs⟩, fun S hS =>
    (CFC.sqrt_unique hS.2 (Matrix.nonneg_iff_posSemidef.mpr hS.1.posSemidef)).symm⟩
  refine (isUnit_iff_isUnit_det _).mpr (isUnit_iff_ne_zero.mpr fun h => hA.det_pos.ne' ?_)
  rw [← hs, det_mul, h, zero_mul]
```

## Orthonormality is equivalent to tangency

The hypothesis `hC` is \(C^TC=1\), so the basis is taken as orthonormal; a nonorthogonal basis, whose overlap matrix would enter this condition, is not treated. In the proof, `S` is the sum \(X^TC+C^TX\) introduced above, `hG` is the overlap of the displaced orbitals, and `key` is the formula for \(R^TR\). The forward direction recovers \(S\) by multiplying \(T^{-1}ST^{-1}=0\) by \(T\) on both sides.

```lean
/-- For orthonormal `C`, the retracted orbitals are orthonormal exactly when `Cᵀ X` is
antisymmetric. -/
theorem retract_orthonormal_iff {C X : Matrix n k ℝ} {T : Matrix k k ℝ}
    (hC : Cᵀ * C = 1) (hT : IsPolarRoot X T) :
    (retract C X T)ᵀ * retract C X T = 1 ↔ (Cᵀ * X)ᵀ = -(Cᵀ * X) := by
  have hu : IsUnit T.det := hT.1.det_pos.ne'.isUnit
  have h1 := mul_nonsing_inv T hu
  have h2 := nonsing_inv_mul T hu
  have hTt : Tᵀ = T := by
    simpa [conjTranspose_eq_transpose_of_trivial] using hT.1.isHermitian.eq
  obtain ⟨S, hS⟩ : ∃ S, S = (Cᵀ * X)ᵀ + Cᵀ * X := ⟨_, rfl⟩
  -- the overlap of the displaced orbitals
  have hG : (C + X)ᵀ * (C + X) = T * T + S := by
    rw [hT.2, hS, transpose_add, Matrix.add_mul, Matrix.mul_add, Matrix.mul_add, hC,
      transpose_mul, transpose_transpose]
    abel
  have key : (retract C X T)ᵀ * retract C X T = 1 + T⁻¹ * S * T⁻¹ := by
    calc (retract C X T)ᵀ * retract C X T = T⁻¹ * ((C + X)ᵀ * (C + X)) * T⁻¹ := by
          rw [retract, transpose_mul, transpose_nonsing_inv, hTt]
          simp only [Matrix.mul_assoc]
      _ = (T⁻¹ * T) * (T * T⁻¹) + T⁻¹ * S * T⁻¹ := by
          rw [hG]
          simp only [mul_add, add_mul, mul_assoc]
      _ = 1 + T⁻¹ * S * T⁻¹ := by rw [h1, h2, one_mul]
  rw [key, eq_neg_iff_add_eq_zero, ← hS]
  constructor
  · intro h
    have h0 : T⁻¹ * S * T⁻¹ = 0 := by simpa using h
    calc S = (T * T⁻¹) * S * (T⁻¹ * T) := by rw [h1, h2, one_mul, mul_one]
      _ = T * (T⁻¹ * S * T⁻¹) * T := by simp only [mul_assoc]
      _ = 0 := by rw [h0, mul_zero, zero_mul]
  · intro h
    rw [h, mul_zero, zero_mul, add_zero]
```

## Positivity through the eigenvector basis

The error bound turns on \(T-1\ge0\), and the device that delivers it is `posSemidef_iff_eigenvalues_nonneg`. For a Hermitian matrix it replaces a statement about all vectors by one about the eigenvalues. Mathlib attaches to the proof `hD` of Hermiticity a list of real eigenvalues and an orthonormal `eigenvectorBasis`, and `mulVec_eigenvectorBasis` is the eigenvalue equation for them. The local statement `key` is the argument by hand for an arbitrary nonzero \(v\) and number \(d\); the last lines apply it to each basis vector, which is nonzero because the basis is orthonormal.

```lean
/-- The root `T` of `1 + Xᵀ X` is at least the identity. -/
theorem root_sub_one_posSemidef {X : Matrix n k ℝ} {T : Matrix k k ℝ}
    (hT : IsPolarRoot X T) : (T - 1).PosSemidef := by
  have key : ∀ (v : k → ℝ) (d : ℝ), v ≠ 0 → (T - 1) *ᵥ v = d • v → 0 ≤ d := by
    intro v d hv0 hv
    have hTv : T *ᵥ v = (d + 1) • v := by
      rw [sub_mulVec, one_mulVec, sub_eq_iff_eq_add] at hv
      rw [hv]
      module
    have hp : 0 < v ⬝ᵥ v := lt_of_le_of_ne
      (Finset.sum_nonneg fun i _ => mul_self_nonneg (v i))
      (fun h => hv0 (dotProduct_self_eq_zero.mp h.symm))
    have h1 : 0 < v ⬝ᵥ (T *ᵥ v) := by
      simpa only [star_trivial] using hT.1.dotProduct_mulVec_pos hv0
    rw [hTv, dotProduct_smul, smul_eq_mul] at h1
    have hd : 0 < d + 1 := by
      by_contra h
      nlinarith [mul_nonneg (sub_nonneg.mpr (not_lt.mp h)) hp.le]
    -- inner product of `v` with `T² v = (1 + Xᵀ X) v`
    have e : (T * T) *ᵥ v = (1 + Xᵀ * X) *ᵥ v := by rw [hT.2]
    rw [← mulVec_mulVec, hTv, mulVec_smul, hTv, add_mulVec, one_mulVec, ← mulVec_mulVec] at e
    have e2 := congrArg (fun w => v ⬝ᵥ w) e
    simp only [dotProduct_smul, dotProduct_add, smul_eq_mul] at e2
    have e3 : v ⬝ᵥ (Xᵀ *ᵥ (X *ᵥ v)) = (X *ᵥ v) ⬝ᵥ (X *ᵥ v) := by
      rw [Matrix.dotProduct_mulVec, vecMul_transpose]
    have hq : 0 ≤ (X *ᵥ v) ⬝ᵥ (X *ᵥ v) :=
      Finset.sum_nonneg fun i _ => mul_self_nonneg _
    by_contra h
    have hneg : d * (d + 2) * (v ⬝ᵥ v) < 0 := mul_neg_of_neg_of_pos
      (mul_neg_of_neg_of_pos (not_le.mp h) (by linarith)) hp
    rw [e3] at e2
    nlinarith
  have hD : (T - 1).IsHermitian := hT.1.isHermitian.sub isHermitian_one
  rw [hD.posSemidef_iff_eigenvalues_nonneg]
  intro i
  exact key _ _ (fun h => hD.eigenvectorBasis.orthonormal.ne_zero i
    (by ext j; exact congrFun h j)) (hD.mulVec_eigenvectorBasis i)
```

The comparison of norm and trace inserts the vector \(x\,e_i+e_j\) into the quadratic form and applies `discrim_le_zero`.

```lean
/-- The Frobenius norm of a positive semidefinite matrix is at most its trace. -/
theorem frob_le_trace {D : Matrix k k ℝ} (hD : D.PosSemidef) : frob D ≤ D.trace := by
  have entry : ∀ i j, D i j ^ 2 ≤ D i i * D j j := by
    intro i j
    have hs : D j i = D i j := by simpa using hD.isHermitian.apply i j
    have h := discrim_le_zero (a := D i i) (b := 2 * D i j) (c := D j j) (fun x => by
      have h := hD.dotProduct_mulVec_nonneg (x • Pi.single i 1 + Pi.single j 1)
      simp only [star_trivial, mulVec_add, mulVec_smul, add_dotProduct, dotProduct_add,
        smul_dotProduct, dotProduct_smul, mulVec_single_one, single_one_dotProduct,
        col_apply, smul_eq_mul] at h
      rw [hs] at h
      linear_combination h)
    rw [discrim] at h
    linarith
  refine Real.sqrt_le_iff.mpr ⟨Finset.sum_nonneg fun i _ => hD.diag_nonneg, ?_⟩
  calc ∑ i, ∑ j, D i j ^ 2 ≤ ∑ i, ∑ j, D i i * D j j :=
        Finset.sum_le_sum fun i _ => Finset.sum_le_sum fun j _ => entry i j
    _ = D.trace ^ 2 := by simp only [pow_two, trace, diag_apply, Finset.sum_mul_sum]
```

## The error and its bounds

The two identities \(\|R-C-X\|=\|D\|\) and \(\|X\|^2=\|D\|^2+2\operatorname{tr}D\) are proved together. The first uses \(R^TR=1\) and so depends on tangency.

```lean
/-- For orthonormal `C` and a tangent step `X`, the distance from the displaced to the retracted
orbitals is the norm of `T - 1`, and the squared step length is the square of that norm plus twice
the trace of `T - 1`. -/
theorem retract_error {C X : Matrix n k ℝ} {T : Matrix k k ℝ} (hC : Cᵀ * C = 1)
    (hX : (Cᵀ * X)ᵀ = -(Cᵀ * X)) (hT : IsPolarRoot X T) :
    frob (retract C X T - C - X) = frob (T - 1) ∧
      frob X ^ 2 = frob (T - 1) ^ 2 + 2 * (T - 1).trace := by
  have hR := (retract_orthonormal_iff hC hT).mpr hX
  constructor
  · have hRT : retract C X T * T = C + X := by
      rw [retract, Matrix.mul_assoc, nonsing_inv_mul T hT.1.det_pos.ne'.isUnit, Matrix.mul_one]
    have e : retract C X T - C - X = -(retract C X T * (T - 1)) := by
      rw [Matrix.mul_sub, hRT, Matrix.mul_one]
      abel
    have n1 : 0 ≤ frob (retract C X T - C - X) := Real.sqrt_nonneg _
    have n2 : 0 ≤ frob (T - 1) := Real.sqrt_nonneg _
    refine (sq_eq_sq₀ n1 n2).mp ?_
    rw [frob_sq, frob_sq, e, transpose_neg, Matrix.neg_mul, Matrix.mul_neg, neg_neg,
      transpose_mul, Matrix.mul_assoc, ← Matrix.mul_assoc (retract C X T)ᵀ, hR, Matrix.one_mul]
  · have hDt : (T - 1)ᵀ = T - 1 := by
      simpa [conjTranspose_eq_transpose_of_trivial] using
        (root_sub_one_posSemidef hT).isHermitian.eq
    have e : Xᵀ * X = (T - 1) * (T - 1) + ((T - 1) + (T - 1)) := by
      rw [eq_sub_of_add_eq' hT.2.symm]
      noncomm_ring
    rw [frob_sq, frob_sq, hDt, e, trace_add, trace_add]
    ring
```

The main theorem combines them with \(\|D\|\le\operatorname{tr}D\); `nlinarith` does the remaining algebra with squares.

```lean
/-- **Polar retraction.** For orthonormal `C` and a tangent step `X`, the retracted orbitals are
orthonormal and differ from `C + X` by at most `√(1 + ‖X‖²) - 1`, and by at most `‖X‖² / 2`. -/
theorem polar_retraction {C X : Matrix n k ℝ} {T : Matrix k k ℝ} (hC : Cᵀ * C = 1)
    (hX : (Cᵀ * X)ᵀ = -(Cᵀ * X)) (hT : IsPolarRoot X T) :
    (retract C X T)ᵀ * retract C X T = 1 ∧
      frob (retract C X T - C - X) ≤ √(1 + frob X ^ 2) - 1 ∧
      frob (retract C X T - C - X) ≤ frob X ^ 2 / 2 := by
  obtain ⟨h1, h2⟩ := retract_error hC hX hT
  have h3 := frob_le_trace (root_sub_one_posSemidef hT)
  refine ⟨(retract_orthonormal_iff hC hT).mpr hX, ?_, ?_⟩
  · rw [h1]
    have h4 : frob (T - 1) + 1 ≤ √(1 + frob X ^ 2) := Real.le_sqrt_of_sq_le (by nlinarith)
    linarith
  · rw [h1]
    nlinarith [sq_nonneg (frob (T - 1))]
```

For real orbitals in a finite orthonormal basis, this means that a direct minimiser using this retraction departs from its intended tangent step only at second order in the step length. The theorem concerns coefficients alone and makes no statement about the energy.

A single orbital is expressed by `[Unique k]`, an index type with one element.

```lean
/-- For a single normalised orbital `C` and a tangent step `X`, the distance from the displaced to
the retracted orbital is exactly `√(1 + ‖X‖²) - 1`. -/
theorem single_orbital_error [Unique k] {C X : Matrix n k ℝ} {T : Matrix k k ℝ}
    (hC : Cᵀ * C = 1) (hX : (Cᵀ * X)ᵀ = -(Cᵀ * X)) (hT : IsPolarRoot X T) :
    frob (retract C X T - C - X) = √(1 + frob X ^ 2) - 1 := by
  obtain ⟨h1, h2⟩ := retract_error hC hX hT
  have h0 : 0 ≤ (T - 1) default default := (root_sub_one_posSemidef hT).diag_nonneg
  have h3 : frob (T - 1) = (T - 1).trace := by
    simp only [frob, trace, diag_apply, Fintype.sum_unique]
    exact Real.sqrt_sq h0
  have h4 : 0 ≤ frob (T - 1) := Real.sqrt_nonneg _
  have h5 : 1 + frob X ^ 2 = (frob (T - 1) + 1) ^ 2 := by
    rw [h2, ← h3]
    ring
  rw [h1, h5, Real.sqrt_sq (by linarith)]
  ring
```

## The derivative at zero step

Here `T` is a function of \(t\) that gives the polar root for each step \(tX\); no continuity is assumed of it. The theorem is stated entry by entry, with `i` a basis function and `j` an orbital. The proof bounds one entry by the Frobenius norm, so the deviation from \(C+tX\) is of order \(t^2\), hence negligible against \(t\). The value \(C\) at \(t=0\) comes from the same bound, as `h0`. This is the first-order condition on a retraction along straight lines of tangent steps; smooth dependence on \(C\) and \(X\), which the usual definition on a manifold also requires, is not addressed.

```lean
/-- For orthonormal `C` and tangent `X`, along the scaled steps `t X`, every coefficient of the
retracted orbitals has the corresponding entry of `X` as its derivative at `t = 0`. -/
theorem retract_hasDerivAt {C X : Matrix n k ℝ} {T : ℝ → Matrix k k ℝ} (hC : Cᵀ * C = 1)
    (hX : (Cᵀ * X)ᵀ = -(Cᵀ * X)) (hT : ∀ t, IsPolarRoot (t • X) (T t)) (i : n) (j : k) :
    HasDerivAt (fun t => retract C (t • X) (T t) i j) (X i j) 0 := by
  have bound : ∀ t, |retract C (t • X) (T t) i j - C i j - t * X i j|
      ≤ frob X ^ 2 / 2 * t ^ 2 := by
    intro t
    have ht : (Cᵀ * (t • X))ᵀ = -(Cᵀ * (t • X)) := by
      rw [Matrix.mul_smul, transpose_smul, hX, smul_neg]
    have h := (polar_retraction hC ht (hT t)).2.2
    have hs : frob (t • X) ^ 2 = t ^ 2 * frob X ^ 2 := by
      rw [frob_sq, frob_sq, transpose_smul, Matrix.smul_mul, Matrix.mul_smul, trace_smul,
        trace_smul, smul_eq_mul, smul_eq_mul]
      ring
    -- one entry is bounded by the Frobenius norm
    have he : ∀ A : Matrix n k ℝ, |A i j| ≤ frob A := fun A => Real.abs_le_sqrt
      ((Finset.single_le_sum (f := fun b => A i b ^ 2) (fun b _ => sq_nonneg _)
        (Finset.mem_univ j)).trans
        (Finset.single_le_sum (f := fun a => ∑ b, A a b ^ 2)
          (fun a _ => Finset.sum_nonneg fun b _ => sq_nonneg _) (Finset.mem_univ i)))
    have h' := (he (retract C (t • X) (T t) - C - t • X)).trans h
    rw [hs] at h'
    simp only [Matrix.sub_apply, Matrix.smul_apply, smul_eq_mul] at h'
    linarith
  have h0 : retract C ((0 : ℝ) • X) (T 0) i j = C i j := by
    have h := abs_nonpos_iff.mp ((bound 0).trans (by simp))
    linarith
  rw [hasDerivAt_iff_isLittleO]
  have hO : (fun t : ℝ => retract C (t • X) (T t) i j - C i j - t * X i j)
      =O[nhds 0] fun t : ℝ => t ^ 2 :=
    Asymptotics.IsBigO.of_bound (frob X ^ 2 / 2) (Filter.Eventually.of_forall fun t => by
      rw [Real.norm_eq_abs, Real.norm_eq_abs, abs_of_nonneg (sq_nonneg t)]
      exact bound t)
  have ho := hO.trans_isLittleO (Asymptotics.isLittleO_pow_id (by norm_num : 1 < 2))
  simpa only [h0, sub_zero, smul_eq_mul] using ho
```

## Two orbitals in four basis functions

In the explicit example \(X^TX=8\cdot1\), so \(T=3\cdot1\). The retracted orbitals are \((1,2,2,0)/3\) and \((-2,1,0,2)/3\). The error is \(\|2\cdot1\|=2\sqrt2\approx2.83\), against a sharper bound of \(\sqrt{17}-1\approx3.12\) and a quadratic bound of 8, so for a step this long the quadratic bound is loose. The theorem itself checks the hypotheses for this \(C\), \(X\) and \(T\).

```lean
/-- Two orbitals in four basis functions, with a step that mixes them with each other and with the
remaining functions, meet the hypotheses of `polar_retraction` with `T` equal to three times the
identity. -/
theorem polar_retraction_witness :
    let C : Matrix (Fin 4) (Fin 2) ℝ := !![1, 0; 0, 1; 0, 0; 0, 0]
    let X : Matrix (Fin 4) (Fin 2) ℝ := !![0, -2; 2, 0; 2, 0; 0, 2]
    Cᵀ * C = 1 ∧ (Cᵀ * X)ᵀ = -(Cᵀ * X) ∧
      IsPolarRoot X ((3 : ℝ) • (1 : Matrix (Fin 2) (Fin 2) ℝ)) := by
  intro C X
  refine ⟨?_, ?_, PosDef.one.smul (by norm_num), ?_⟩
  all_goals
    ext i j
    fin_cases i <;> fin_cases j <;>
      norm_num [C, X, Matrix.mul_apply, Fin.sum_univ_succ, Matrix.one_apply]

end

end PolarRetraction
```

```lean
#print axioms PolarRetraction.existsUnique_polarRoot
-- 'PolarRetraction.existsUnique_polarRoot' depends on axioms: [propext, Classical.choice, Quot.sound]
#print axioms PolarRetraction.polar_retraction
-- 'PolarRetraction.polar_retraction' depends on axioms: [propext, Classical.choice, Quot.sound]
#print axioms PolarRetraction.single_orbital_error
-- 'PolarRetraction.single_orbital_error' depends on axioms: [propext, Classical.choice, Quot.sound]
#print axioms PolarRetraction.retract_hasDerivAt
-- 'PolarRetraction.retract_hasDerivAt' depends on axioms: [propext, Classical.choice, Quot.sound]
```
